# A Juddian degeneracy of the electron-phonon dimer: two independent solutions at E = 1 − g² when 4g² + t² = 1 and g ≠ 0

## The dimer in the Bargmann picture

One electron hops between two sites with amplitude t and couples with strength g to one vibrational mode, whose quantum is the unit of energy. With a†, a the phonon operators and σz, σx Pauli matrices on the site index,

    H = a†a + g σz (a† + a) − t σx,

without zero-point energy. In the Bargmann picture a† is multiplication by a variable x and a is d/dx. A state is a pair ψ = (u, v) of functions of x, one per site, and Hψ = Eψ at energy E reads

    x u' + g (x u + u') − t v = E u
    x v' − g (x v + v') − t u = E v.

Parity exchanges the sites and reverses the displacement:

    (Pψ)(x) = (v(−x), u(−x)).

The Juddian state and its parity image are

    J = ((2g x + 2g² + t²) e^(−gx), −t e^(−gx))
    PJ = (−t e^(gx), (−2g x + 2g² + t²) e^(gx)).

## The curve 4g² + t² = 1 and the results on it

The energy 1 − g² lies one quantum above the polaron shift −g² of the uncoupled sites. At g = 0 the condition 4g² + t² = 1 is a resonance: it makes the bonding-antibonding splitting 2|t| equal to two quanta. The theorems state the following.

- For g ≠ 0 on the curve, with any signs of g and t, J and PJ are linearly independent smooth solutions at E = 1 − g² (`juddian_degeneracy`).
- There, for s = ±1, J + s PJ is a nonzero solution of parity s (`both_parities`).
- For g, t ≠ 0, a solution of the form ((a x + b) e^(−gx), c e^(−gx)) with real a, b, c not all zero forces E = 1 − g², the curve, and proportionality to J (`ansatz_forces_juddian`).
- For g = 0 and t² = 1, PJ = −t J (`zero_coupling_collapse`).

In Lean, `State` is a pair of functions ℝ → ℝ with `ψ.1` = u and `ψ.2` = v, `dimer g t` is the pair of left-hand sides, and `IsSolution g t E ψ` demands that u and v be infinitely differentiable and that `dimer g t ψ = E • ψ`. Physical Bargmann states are entire functions of a complex variable with finite Gaussian norm, whereas the file uses smooth real functions and no norm. Degeneracy here therefore means an even and an odd solution at one energy; whether the level is excited, and how levels move off the curve, are questions about a spectrum that is never defined. Juddian solutions form a family at E = n − g² with n a positive integer, of which this is n = 1.

## Parity and superposition

Write Pψ = (ũ, ṽ), so that ũ'(x) = −v'(−x). With y = −x,

    x ũ' + g (x ũ + ũ') − t ṽ = y v'(y) − g (y v(y) + v'(y)) − t u(y),

which is the second component of Hψ at −x. The other component works in the same way, so HP = PH and P maps solutions to solutions at the same E. The equations are linear, so solutions superpose.

## Four algebraic equations

For the trial state, u' = (a − g(a x + b)) e^(−gx) and v' = −g c e^(−gx). The residuals, divided by e^(−gx), are

    (x + g)(a − g a x − g b) + g x (a x + b) − t c − E (a x + b) = (1 − g² − E) a x + g a − (g² + E) b − t c
    −g c (x − g) − g c x − t (a x + b) − E c = −(2g c + t a) x + (g² − E) c − t b.

Both vanish for all x exactly when

    (1)  (1 − g² − E) a = 0
    (2)  g a − (g² + E) b − t c = 0
    (3)  2g c + t a = 0
    (4)  (g² − E) c − t b = 0.

For J, a = 2g, b = 2g² + t², c = −t. At E = 1 − g², (1) and (3) are immediate, (2) is 2g² − b + t² = 0, and (4) becomes

    t (1 − 4g² − t²) = 0.

Conversely, let g, t ≠ 0 and set a = 2g k, which defines k. Equation (3) gives c = −t k. If k = 0, then (4) gives b = 0, which is excluded. So (1) gives E = 1 − g², (2) gives b = k (2g² + t²), and (4) gives k t (1 − 4g² − t²) = 0. At t = 0 the sites decouple and J is a solution for every g, which is why the converse assumes t ≠ 0.

## Independence and the two parities

Suppose s J + r PJ = 0 with real s, r, and keep b = 2g² + t². At x = 0,

    s b − r t = 0
    −s t + r b = 0,

with determinant

    b² − t² = 4g⁴ + t² (4g² + t² − 1) = 4g⁴.

For g ≠ 0 this gives s = r = 0. For a sign s, P² = 1 and s² = 1 give

    P (J + s PJ) = PJ + s J = s (J + s PJ),

and the coefficient 1 of J makes the combination nonzero. At g = 0, t² = 1, J = (1, −t) and PJ = (−t, 1) = −t J. Only this construction collapses there, not the degeneracy: (x², t x²) is a second solution at E = 1, with parity t, while J has parity −t.

## The Lean file

```lean
import Mathlib

open Real
open scoped ContDiff

namespace JuddianDimer

noncomputable section

/-- A two-component state `(u, v)` of real functions of the Bargmann variable. -/
abbrev State := (ℝ → ℝ) × (ℝ → ℝ)

/-- The dimer Hamiltonian in the Bargmann picture, with coupling `g` and hopping `t`. -/
def dimer (g t : ℝ) (ψ : State) : State :=
  (fun x => x * deriv ψ.1 x + g * (x * ψ.1 x + deriv ψ.1 x) - t * ψ.2 x,
   fun x => x * deriv ψ.2 x - g * (x * ψ.2 x + deriv ψ.2 x) - t * ψ.1 x)

/-- `ψ` is a smooth solution of the dimer equations `H ψ = E ψ`. -/
def IsSolution (g t E : ℝ) (ψ : State) : Prop :=
  ContDiff ℝ ∞ ψ.1 ∧ ContDiff ℝ ∞ ψ.2 ∧ dimer g t ψ = E • ψ

/-- Parity: exchange of the two components together with `x ↦ -x`. -/
def parity (ψ : State) : State := (fun x => ψ.2 (-x), fun x => ψ.1 (-x))

/-- The trial state `((a x + b) e^{-g x}, c e^{-g x})`. -/
def ansatz (g a b c : ℝ) : State :=
  (fun x => (a * x + b) * exp (-g * x), fun x => c * exp (-g * x))

/-- The Juddian state `((2 g x + 2 g² + t²) e^{-g x}, -t e^{-g x})`. -/
def judd (g t : ℝ) : State := ansatz g (2 * g) (2 * g ^ 2 + t ^ 2) (-t)

/-- Parity commutes with the dimer Hamiltonian. -/
theorem dimer_parity (g t : ℝ) (ψ : State) :
    dimer g t (parity ψ) = parity (dimer g t ψ) := by
  refine Prod.ext (funext fun x => ?_) (funext fun x => ?_)
  · simp only [dimer, parity, deriv_comp_neg]
    ring
  · simp only [dimer, parity, deriv_comp_neg]
    ring

/-- The parity image of a smooth solution is a smooth solution at the same energy. -/
theorem IsSolution.parity_image {g t E : ℝ} {ψ : State} (h : IsSolution g t E ψ) :
    IsSolution g t E (parity ψ) := by
  obtain ⟨hu, hv, he⟩ := h
  refine ⟨hv.comp contDiff_neg, hu.comp contDiff_neg, ?_⟩
  rw [dimer_parity, he]
  rfl

/-- If `ψ` and `φ` are smooth solutions at energy `E`, so is `ψ + s φ`. -/
theorem IsSolution.superpose {g t E : ℝ} {ψ φ : State} (h : IsSolution g t E ψ)
    (k : IsSolution g t E φ) (s : ℝ) : IsSolution g t E (ψ + s • φ) := by
  obtain ⟨hu, hv, he⟩ := h
  obtain ⟨ku, kv, ke⟩ := k
  have d1 : ∀ x, deriv (ψ + s • φ).1 x = deriv ψ.1 x + s * deriv φ.1 x := fun x =>
    ((hu.differentiable (by simp) x).hasDerivAt.add
      ((ku.differentiable (by simp) x).hasDerivAt.const_smul s)).deriv
  have d2 : ∀ x, deriv (ψ + s • φ).2 x = deriv ψ.2 x + s * deriv φ.2 x := fun x =>
    ((hv.differentiable (by simp) x).hasDerivAt.add
      ((kv.differentiable (by simp) x).hasDerivAt.const_smul s)).deriv
  refine ⟨hu.add (ku.const_smul s), hv.add (kv.const_smul s), ?_⟩
  refine Prod.ext (funext fun x => ?_) (funext fun x => ?_)
  · have a := congrFun (congrArg Prod.fst he) x
    have b := congrFun (congrArg Prod.fst ke) x
    simp only [dimer, d1]
    simp only [dimer, Prod.fst_add, Prod.snd_add, Prod.smul_fst, Prod.smul_snd, Pi.add_apply,
      Pi.smul_apply, smul_eq_mul] at a b ⊢
    linear_combination a + s * b
  · have a := congrFun (congrArg Prod.snd he) x
    have b := congrFun (congrArg Prod.snd ke) x
    simp only [dimer, d2]
    simp only [dimer, Prod.fst_add, Prod.snd_add, Prod.smul_fst, Prod.smul_snd, Pi.add_apply,
      Pi.smul_apply, smul_eq_mul] at a b ⊢
    linear_combination a + s * b

/-- The trial state solves the dimer equations at energy `E` exactly when its
coefficients obey four algebraic equations. -/
theorem isSolution_ansatz_iff (g t E a b c : ℝ) :
    IsSolution g t E (ansatz g a b c) ↔
      (1 - g ^ 2 - E) * a = 0 ∧ g * a - (g ^ 2 + E) * b - t * c = 0 ∧
      2 * g * c + t * a = 0 ∧ (g ^ 2 - E) * c - t * b = 0 := by
  have h0 : ∀ x : ℝ, HasDerivAt (fun x => exp (-g * x)) (exp (-g * x) * -g) x := fun x =>
    (((hasDerivAt_id' x).const_mul (-g)).congr_deriv (mul_one _)).exp
  have d1 : ∀ x, deriv (ansatz g a b c).1 x = (a - g * (a * x + b)) * exp (-g * x) :=
    fun x => (((((hasDerivAt_id' x).const_mul a).add_const b).fun_mul (h0 x)).congr_deriv
      (by ring)).deriv
  have d2 : ∀ x, deriv (ansatz g a b c).2 x = c * (exp (-g * x) * -g) :=
    fun x => ((h0 x).const_mul c).deriv
  -- both residuals are a linear polynomial times `e^{-g x}`
  have e1 : ∀ x, (dimer g t (ansatz g a b c)).1 x - (E • ansatz g a b c).1 x =
      ((1 - g ^ 2 - E) * a * x + (g * a - (g ^ 2 + E) * b - t * c)) * exp (-g * x) := by
    intro x
    simp only [dimer, d1]
    simp only [ansatz, Prod.smul_fst, Pi.smul_apply, smul_eq_mul]
    ring
  have e2 : ∀ x, (dimer g t (ansatz g a b c)).2 x - (E • ansatz g a b c).2 x =
      (-(2 * g * c + t * a) * x + ((g ^ 2 - E) * c - t * b)) * exp (-g * x) := by
    intro x
    simp only [dimer, d2]
    simp only [ansatz, Prod.smul_snd, Pi.smul_apply, smul_eq_mul]
    ring
  constructor
  · rintro ⟨-, -, he⟩
    rw [he] at e1 e2
    have f1 := fun x =>
      (mul_eq_zero.1 ((e1 x).symm.trans (sub_self _))).resolve_right (exp_ne_zero _)
    have f2 := fun x =>
      (mul_eq_zero.1 ((e2 x).symm.trans (sub_self _))).resolve_right (exp_ne_zero _)
    exact ⟨by linear_combination f1 1 - f1 0, by linear_combination f1 0,
      by linear_combination f2 0 - f2 1, by linear_combination f2 0⟩
  · rintro ⟨h1, h2, h3, h4⟩
    have hexp : ContDiff ℝ ∞ (fun x : ℝ => exp (-g * x)) :=
      (contDiff_const.mul contDiff_id).exp
    refine ⟨((contDiff_const.mul contDiff_id).add contDiff_const).mul hexp,
      contDiff_const.mul hexp, ?_⟩
    refine Prod.ext (funext fun x => ?_) (funext fun x => ?_)
    · rw [← sub_eq_zero, e1, h1, h2]
      ring
    · rw [← sub_eq_zero, e2, h3, h4]
      ring

/-- For `g ≠ 0` and `4 g² + t² = 1`, the Juddian state and its parity image are two
linearly independent smooth solutions of the dimer equations at `E = 1 - g²`. -/
theorem juddian_degeneracy {g t : ℝ} (hg : g ≠ 0) (h : 4 * g ^ 2 + t ^ 2 = 1) :
    IsSolution g t (1 - g ^ 2) (judd g t) ∧
    IsSolution g t (1 - g ^ 2) (parity (judd g t)) ∧
    LinearIndependent ℝ ![judd g t, parity (judd g t)] := by
  have hJ : IsSolution g t (1 - g ^ 2) (judd g t) :=
    (isSolution_ansatz_iff _ _ _ _ _ _).2
      ⟨by ring, by ring, by ring, by linear_combination (-t) * h⟩
  refine ⟨hJ, hJ.parity_image, LinearIndependent.pair_iff.2 fun s r hs => ?_⟩
  -- evaluate at `x = 0`; the determinant is `(2 g² + t²)² - t² = 4 g⁴`
  have e1 := congrFun (congrArg Prod.fst hs) 0
  have e2 := congrFun (congrArg Prod.snd hs) 0
  simp only [judd, ansatz, parity, Prod.fst_add, Prod.snd_add, Prod.smul_fst, Prod.smul_snd,
    Pi.add_apply, Pi.smul_apply, smul_eq_mul, Prod.fst_zero, Prod.snd_zero, Pi.zero_apply,
    neg_zero, mul_zero, exp_zero] at e1 e2
  have hg4 : 4 * g ^ 4 ≠ 0 := mul_ne_zero (by norm_num) (pow_ne_zero 4 hg)
  have hs0 : s * (4 * g ^ 4) = 0 := by
    linear_combination (2 * g ^ 2 + t ^ 2) * e1 + t * e2 - s * t ^ 2 * h
  have hr0 : r * (4 * g ^ 4) = 0 := by
    linear_combination (2 * g ^ 2 + t ^ 2) * e2 + t * e1 - r * t ^ 2 * h
  exact ⟨(mul_eq_zero.1 hs0).resolve_right hg4, (mul_eq_zero.1 hr0).resolve_right hg4⟩

/-- For `g ≠ 0`, `4 g² + t² = 1` and each sign `s = ±1`, the combination `J + s P J` is a
nonzero smooth solution at `E = 1 - g²` with parity `s`. -/
theorem both_parities {g t s : ℝ} (hg : g ≠ 0) (h : 4 * g ^ 2 + t ^ 2 = 1)
    (hs : s = 1 ∨ s = -1) :
    IsSolution g t (1 - g ^ 2) (judd g t + s • parity (judd g t)) ∧
    judd g t + s • parity (judd g t) ≠ 0 ∧
    parity (judd g t + s • parity (judd g t)) = s • (judd g t + s • parity (judd g t)) := by
  obtain ⟨h1, h2, h3⟩ := juddian_degeneracy hg h
  have hss : s * s = 1 := by rcases hs with rfl | rfl <;> norm_num
  refine ⟨h1.superpose h2 s, fun h0 => ?_, ?_⟩
  · exact one_ne_zero (LinearIndependent.pair_iff.1 h3 1 s (by rw [one_smul]; exact h0)).1
  · generalize judd g t = ψ
    refine Prod.ext (funext fun x => ?_) (funext fun x => ?_)
    · simp only [parity, Prod.fst_add, Prod.snd_add, Prod.smul_fst, Prod.smul_snd,
        Pi.add_apply, Pi.smul_apply, smul_eq_mul, neg_neg]
      linear_combination (-ψ.2 (-x)) * hss
    · simp only [parity, Prod.fst_add, Prod.snd_add, Prod.smul_fst, Prod.smul_snd,
        Pi.add_apply, Pi.smul_apply, smul_eq_mul, neg_neg]
      linear_combination (-ψ.1 (-x)) * hss

/-- Converse: for `g, t ≠ 0` a trial state with coefficients not all zero can be a solution
only if `E = 1 - g²`, `4 g² + t² = 1`, and it is a multiple of the Juddian state. -/
theorem ansatz_forces_juddian {g t E a b c : ℝ} (hg : g ≠ 0) (ht : t ≠ 0)
    (h0 : ¬ (a = 0 ∧ b = 0 ∧ c = 0)) (h : IsSolution g t E (ansatz g a b c)) :
    E = 1 - g ^ 2 ∧ 4 * g ^ 2 + t ^ 2 = 1 ∧ ∃ k : ℝ, ansatz g a b c = k • judd g t := by
  obtain ⟨h1, h2, h3, h4⟩ := (isSolution_ansatz_iff _ _ _ _ _ _).1 h
  have hg2 : 2 * g ≠ 0 := mul_ne_zero two_ne_zero hg
  -- write `a = 2 g k`; then `c = -t k`
  obtain ⟨k, rfl⟩ : ∃ k, a = k * (2 * g) := ⟨a / (2 * g), (div_mul_cancel₀ a hg2).symm⟩
  have hc : c = k * -t := mul_left_cancel₀ hg2 (by linear_combination h3)
  subst hc
  have hk : k ≠ 0 := by
    rintro rfl
    exact h0 ⟨by ring, mul_left_cancel₀ ht (by linear_combination -h4), by ring⟩
  have hE : E = 1 - g ^ 2 :=
    mul_left_cancel₀ (mul_ne_zero hk hg2) (by linear_combination -h1)
  subst hE
  have hb : b = k * (2 * g ^ 2 + t ^ 2) := by linear_combination -h2
  subst hb
  refine ⟨rfl, mul_left_cancel₀ (mul_ne_zero hk ht) (by linear_combination -h4), k, ?_⟩
  refine Prod.ext (funext fun x => ?_) (funext fun x => ?_)
  · simp only [judd, ansatz, Prod.smul_fst, Pi.smul_apply, smul_eq_mul]
    ring
  · simp only [judd, ansatz, Prod.smul_snd, Pi.smul_apply, smul_eq_mul]
    ring

/-- At zero coupling with `t² = 1`, the parity image of the Juddian state is `-t` times
the state itself. -/
theorem zero_coupling_collapse {t : ℝ} (h : t ^ 2 = 1) :
    parity (judd 0 t) = (-t) • judd 0 t := by
  refine Prod.ext (funext fun x => ?_) (funext fun x => ?_)
  · simp only [parity, judd, ansatz, Prod.smul_fst, Pi.smul_apply, smul_eq_mul, neg_zero,
      zero_mul, exp_zero]
    linear_combination t * h
  · simp only [parity, judd, ansatz, Prod.smul_snd, Pi.smul_apply, smul_eq_mul, neg_zero,
      zero_mul, exp_zero]
    ring

end

end JuddianDimer
```

```lean
#print axioms JuddianDimer.juddian_degeneracy
-- 'JuddianDimer.juddian_degeneracy' depends on axioms: [propext, Classical.choice, Quot.sound]
#print axioms JuddianDimer.both_parities
-- 'JuddianDimer.both_parities' depends on axioms: [propext, Classical.choice, Quot.sound]
#print axioms JuddianDimer.ansatz_forces_juddian
-- 'JuddianDimer.ansatz_forces_juddian' depends on axioms: [propext, Classical.choice, Quot.sound]
#print axioms JuddianDimer.zero_coupling_collapse
-- 'JuddianDimer.zero_coupling_collapse' depends on axioms: [propext, Classical.choice, Quot.sound]
```

## How the tactics follow the derivation

`dimer_parity` is the chain rule `deriv_comp_neg` followed by `ring`. It holds for every ψ, because `deriv` returns zero on both sides where a function is not differentiable; `IsSolution.parity_image` applies it to smooth states. In `IsSolution.superpose`, `d1` and `d2` use smoothness to differentiate a sum, and `linear_combination a + s * b` adds the two eigenvalue equations.

In `isSolution_ansatz_iff`, `d1` and `d2` are u' and v', and `e1`, `e2` are the residuals. Going forward, `f1` and `f2` cancel the exponential, and evaluation at x = 0 and x = 1 separates constant from slope. Going back, the four equations are substituted into the residuals.

In `juddian_degeneracy`, three of the equations close by `ring`, and `linear_combination (-t) * h` is (4), the place where the curve enters. `LinearIndependent.pair_iff` reduces independence to s = r = 0; `hs0` is b times the first equation at x = 0 plus t times the second, with the curve turning b² − t² into 4g⁴, and `hr0` is its mirror. `both_parities` takes nonvanishing from independence with coefficients 1 and s, then replaces J by an arbitrary ψ through `generalize`, since the parity identity needs only `hss`. `ansatz_forces_juddian` proceeds in the order above: `hc`, `hk`, `hE`, `hb`, then the curve.

## Checking a truncated diagonalisation

For the one-electron, one-mode dimer the result supplies an exact energy against which a numerical polaron code can be compared. The norms and amplitudes that follow are supplementary to the theorems and were not verified formally. The monomial xⁿ/√(n!) is the state |n⟩ with n phonons, so J has amplitudes

    site 1:  (2g² + t² − 2n) (−g)ⁿ / √(n!)
    site 2:  −t (−g)ⁿ / √(n!).

J is unnormalised. On the curve,

    ‖J‖² = (1 + t⁴) e^(g²)
    ‖J + s PJ‖² = 2 (1 + t⁴) e^(g²) − 4 s t e^(−g²),

and for g ≠ 0, where both vectors are nonzero, division by the square roots gives unit vectors; at g = 0 the second norm vanishes for s = t. A code that keeps n below a cutoff N diagonalises a 2N × 2N matrix commuting with P = σx (−1)ⁿ. At g = 0.3, t = 0.8 each parity block should show an eigenvalue approaching 0.91 as N grows. Without blocking, a solver may return mixtures of the two nearly degenerate vectors.
